# A finite-dimensional Hermitian Hamiltonian is determined by its exponential

The theorem `hermitian_exp_injective` says that two Hermitian Hamiltonians `h` and `k`, given as complex matrices over the same finite index set, are equal if their matrix exponentials are equal. The exponentials are compared as they stand, without division by their traces. The attempt diagonalises both matrices, with orbitals in the columns of `U` and `V`, and turns the equality of the exponentials into a relation for the overlap matrix `Uᴴ * V`. Wherever an entry of this matrix is nonzero, the two orbitals have equal exponentials and therefore, since the energies are real, equal energies. The overlap matrix thus relates the energies in the same way, and this gives `h = k`.

The failing Lean file:

```lean
import Mathlib

open Matrix

namespace ThermalDensityMatrix

noncomputable section

variable {ι : Type*} [Fintype ι] [DecidableEq ι]

/-- The matrix `U diag(a) Uᴴ` for real values `a i`. When the columns of `U` are orthonormal, this
is the one-body operator with the value `a i` on the orbital in column `i`. -/
def fromOrbitals (U : Matrix ι ι ℂ) (a : ι → ℝ) : Matrix ι ι ℂ :=
  U * diagonal (fun i => (a i : ℂ)) * Uᴴ

/-- Every Hermitian one-body operator is diagonal in some orthonormal set of orbitals. -/
theorem exists_orbitals {A : Matrix ι ι ℂ} (hA : A.IsHermitian) :
    ∃ (U : Matrix ι ι ℂ) (a : ι → ℝ), Uᴴ * U = 1 ∧ A = fromOrbitals U a := by
  refine ⟨hA.eigenvectorUnitary, hA.eigenvalues,
    Matrix.mem_unitaryGroup_iff'.mp hA.eigenvectorUnitary.2, ?_⟩
  have h := hA.spectral_theorem
  rw [Unitary.conjStarAlgAut_apply] at h
  exact h

/-- The exponential of a one-body operator keeps its orbitals and exponentiates its values. -/
theorem exp_fromOrbitals {U : Matrix ι ι ℂ} (hU : Uᴴ * U = 1) (a : ι → ℝ) :
    NormedSpace.exp (fromOrbitals U a) = fromOrbitals U (fun i => Real.exp (a i)) := by
  have hU' : U * Uᴴ = 1 := mul_eq_one_comm.mp hU
  have hinv : U⁻¹ = Uᴴ := Matrix.inv_eq_left_inv hU
  have hunit : IsUnit U := ⟨⟨U, Uᴴ, hU', hU⟩, rfl⟩
  have hd : NormedSpace.exp (diagonal (fun i => (a i : ℂ))) =
      diagonal (fun i => ((Real.exp (a i) : ℝ) : ℂ)) := by
    rw [Matrix.exp_diagonal]
    refine congrArg Matrix.diagonal (funext fun i => ?_)
    first
      | rw [Pi.exp_apply, Complex.ofReal_exp, Complex.exp_eq_exp_ℂ]
      | rw [Pi.coe_exp, Complex.ofReal_exp, Complex.exp_eq_exp_ℂ]
  unfold fromOrbitals
  rw [← hinv, Matrix.exp_conj _ _ hunit, hd]

/-- Two Hermitian Hamiltonians with the same exponential are equal. -/
theorem hermitian_exp_injective {h k : Matrix ι ι ℂ} (hh : h.IsHermitian) (hk : k.IsHermitian)
    (he : NormedSpace.exp h = NormedSpace.exp k) : h = k := by
  obtain ⟨U, a, hU, rfl⟩ := exists_orbitals hh
  obtain ⟨V, b, hV, rfl⟩ := exists_orbitals hk
  rw [exp_fromOrbitals hU, exp_fromOrbitals hV] at he
  unfold fromOrbitals at he ⊢
  have hU' : U * Uᴴ = 1 := mul_eq_one_comm.mp hU
  have hV' : V * Vᴴ = 1 := mul_eq_one_comm.mp hV
  -- equality of operators means that the overlap matrix `Uᴴ V` intertwines their values
  have to : ∀ D E : Matrix ι ι ℂ, U * D * Uᴴ = V * E * Vᴴ →
      D * (Uᴴ * V) = (Uᴴ * V) * E := fun D E h => by
    calc D * (Uᴴ * V) = (Uᴴ * U) * D * (Uᴴ * V) := by rw [hU, one_mul]
      _ = Uᴴ * (U * D * Uᴴ) * V := by noncomm_ring
      _ = Uᴴ * (V * E * Vᴴ) * V := by rw [h]
      _ = (Uᴴ * V) * E * (Vᴴ * V) := by noncomm_ring
      _ = (Uᴴ * V) * E := by rw [hV, mul_one]
  have back : ∀ D E : Matrix ι ι ℂ, D * (Uᴴ * V) = (Uᴴ * V) * E →
      U * D * Uᴴ = V * E * Vᴴ := fun D E h => by
    calc U * D * Uᴴ = U * D * Uᴴ * (V * Vᴴ) := by rw [hV', mul_one]
      _ = U * (D * (Uᴴ * V)) * Vᴴ := by noncomm_ring
      _ = U * ((Uᴴ * V) * E) * Vᴴ := by rw [h]
      _ = (U * Uᴴ) * (V * E * Vᴴ) := by noncomm_ring
      _ = V * E * Vᴴ := by rw [hU', one_mul]
  have hW := to _ _ he
  apply back
  ext i j
  have hij := congrFun (congrFun hW i) j
  rw [Matrix.diagonal_mul, Matrix.mul_diagonal] at hij ⊢
  by_cases hw : (Uᴴ * V) i j = 0
  · rw [hw, mul_zero, zero_mul]
  · -- orbitals that overlap have equal exponentials, hence equal energies
    have h1 := mul_right_cancel₀ hw (hij.trans (mul_comm _ _))
    have h2 : a i = b j := Real.exp_injective (Complex.ofReal_injective h1)
    rw [h2, mul_comm]

end

end ThermalDensityMatrix
```

Compiling this gives:

```
Main.lean:43:60: error: unsolved goals
case this
ι : Type u_1
inst✝¹ : Fintype ι
inst✝ : DecidableEq ι
U : Matrix ι ι ℂ
a : ι → ℝ
hU : Uᴴ * U = 1
hh : (fromOrbitals U a).IsHermitian
V : Matrix ι ι ℂ
b : ι → ℝ
hV : Vᴴ * V = 1
hk : (fromOrbitals V b).IsHermitian
he :
  (U * diagonal fun i => ↑((fun i => Real.exp (a i)) i)) * Uᴴ =
    (V * diagonal fun i => ↑((fun i => Real.exp (b i)) i)) * Vᴴ
hU' : U * Uᴴ = 1
hV' : V * Vᴴ = 1
⊢ ?m.150

ι : Type u_1
inst✝¹ : Fintype ι
inst✝ : DecidableEq ι
U : Matrix ι ι ℂ
a : ι → ℝ
hU : Uᴴ * U = 1
hh : (fromOrbitals U a).IsHermitian
V : Matrix ι ι ℂ
b : ι → ℝ
hV : Vᴴ * V = 1
hk : (fromOrbitals V b).IsHermitian
he :
  (U * diagonal fun i => ↑((fun i => Real.exp (a i)) i)) * Uᴴ =
    (V * diagonal fun i => ↑((fun i => Real.exp (b i)) i)) * Vᴴ
hU' : U * Uᴴ = 1
hV' : V * Vᴴ = 1
this : ?m.150
⊢ (U * diagonal fun i => ↑(a i)) * Uᴴ = (V * diagonal fun i => ↑(b i)) * Vᴴ
Main.lean:51:7: error: unexpected token 'to'; expected command
```

Diagnosis. The fault is in a name. The second message calls `to` a token: here Lean reads the word as a piece of fixed syntax, so it can't name a hypothesis. In `have to : ...` the parser therefore stops after `have`. It takes the tactic proof to be finished and expects a new command, but finds `to`.

The first message follows from this. A bare `have` is accepted, and it introduces a fact called `this` whose statement is still unknown, shown as `?m.150`. Two goals are then left open: to prove that unknown statement, and to prove the theorem with its help. The rest of the written proof was never read as part of the theorem, so the messages find no fault in its mathematics.

The diff renames the hypothesis to `forth`, which is an ordinary identifier, both where it is stated and where it is used to obtain `hW`. The `have` then gets its intended statement and proof, and the lines after it belong to the proof again. Nothing else changes.

Fix (accepted with no message):

```diff
@@ -49,5 +49,5 @@
   have hV' : V * Vᴴ = 1 := mul_eq_one_comm.mp hV
   -- equality of operators means that the overlap matrix `Uᴴ V` intertwines their values
-  have to : ∀ D E : Matrix ι ι ℂ, U * D * Uᴴ = V * E * Vᴴ →
+  have forth : ∀ D E : Matrix ι ι ℂ, U * D * Uᴴ = V * E * Vᴴ →
       D * (Uᴴ * V) = (Uᴴ * V) * E := fun D E h => by
     calc D * (Uᴴ * V) = (Uᴴ * U) * D * (Uᴴ * V) := by rw [hU, one_mul]
@@ -63,5 +63,5 @@
       _ = (U * Uᴴ) * (V * E * Vᴴ) := by noncomm_ring
       _ = V * E * Vᴴ := by rw [hU', one_mul]
-  have hW := to _ _ he
+  have hW := forth _ _ he
   apply back
   ext i j
```
